# Every drift–kick splitting of the harmonic oscillator with fixed real weights summing to one has a finite stability limit

## Can a better choice of stages remove the time-step limit?

When I set the time step of a molecular dynamics run, I check it against the period of the fastest vibration. With Verlet on an oscillator of angular frequency \(w\), the step \(h\) has to satisfy \(wh<2\). Splittings with more stages have other limits, and I would like to know whether some clever set of coefficients has none at all.

The claim I have in mind is that it can't be done: for any finite sequence of drifts and kicks in which the drift weights add up to one and so do the kick weights, the trace of the one-step matrix diverges in absolute value as \(h\) grows, so large steps are unstable. Can this be made rigorous, for all stage counts and orderings at once, and checked by machine?

## The trace is a nonconstant polynomial in the step

Yes. Take unit mass and let matrices act on the column \((q,p)\) of position and momentum. A drift of length \(ah\) and a kick of length \(bh\) are

\[
D=\begin{pmatrix}1&ah\\0&1\end{pmatrix},\qquad
K=\begin{pmatrix}1&0\\-w^2bh&1\end{pmatrix}.
\]

A splitting is a product of factors \(KD\), one for each weight pair \((a,b)\). Let \(A\) and \(B\) be the sums of its drift and kick weights. The step matrix has the form

\[
M=\begin{pmatrix}1+h^2p&h(A+hq)\\h(-w^2B+hr)&1+h^2s\end{pmatrix},
\qquad p(0)+s(0)=-w^2AB,
\]

where from here on \(p,q,r,s\) are polynomials in \(h\). The empty product is the identity, with all four equal to zero. Now multiply from the left by a further \(KD\) with weights \(a,b\). The drift adds \(ah\) times the second row to the first, which gives

\[
p'=p+a(-w^2B+hr),\qquad q'=q+ahs.
\]

The kick then subtracts \(w^2bh\) times the new first row from the second:

\[
r'=r-w^2bh\,p',\qquad s'=s-w^2b(A+a+hq').
\]

The form is preserved with sums \(A+a\) and \(B+b\), and at \(h=0\)

\[
p'(0)+s'(0)=-w^2(AB+aB+bA+ab)=-w^2(A+a)(B+b).
\]

Hence \(\operatorname{tr}M=2+h^2g(h)\) with \(g=p+s\). For \(A=B=1\), the coefficient of \(h^2\) is \(-w^2\neq0\). The trace is therefore a nonconstant polynomial, and \(|\operatorname{tr}M|\to\infty\).

To pass from the trace to orbits, note that \(\det M=1\), since each factor has determinant one. Cayley–Hamilton gives \(M^2=\tau M-1\) with \(\tau=\operatorname{tr}M\), so \(t_n=\operatorname{tr}M^n\) obeys

\[
t_{n+2}=\tau t_{n+1}-t_n,\qquad t_0=2,\quad t_1=\tau .
\]

Suppose \(|\tau|\ge3\). Then \(|t_0|\le|t_1|\), and whenever \(|t_n|\le|t_{n+1}|\),

\[
|t_{n+2}|\ge3|t_{n+1}|-|t_n|\ge2|t_{n+1}|.
\]

By induction \(|t_n|\ge2^n\) for \(n\ge1\). If the orbits of both unit vectors were bounded, by \(C_0\) and \(C_1\), the diagonal entries of \(M^n\) would be bounded too, and \(|t_n|\le C_0+C_1\) for all \(n\), a contradiction.

For small \(h\neq0\), continuity gives \(g(h)<0\) and \(h^2g(h)>-4\), so \(|\operatorname{tr}M|<2\).

**The smallest case** is the single pair \((1,1)\), symplectic Euler, with trace \(2-w^2h^2\). Velocity Verlet, the list \((1,\tfrac12),(0,\tfrac12)\), has the same trace. The criterion \(|\tau|\ge3\) applies from \(wh=\sqrt5\), slightly above the sharp limit 2.

Here is the complete Lean file.

```lean
import Mathlib

open Polynomial Filter Topology Matrix

namespace SplittingStabilityLimit

noncomputable section

/-- Free drift of a unit-mass particle for a time `t`, acting on (position, momentum). -/
def drift (t : ℝ) : Matrix (Fin 2) (Fin 2) ℝ := !![1, t; 0, 1]

/-- Kick by the harmonic force `-w² q` for a time `t`, acting on (position, momentum). -/
def kick (w t : ℝ) : Matrix (Fin 2) (Fin 2) ℝ := !![1, 0; -(w ^ 2 * t), 1]

/-- One step of length `h` of the splitting with the listed (drift, kick) weights:
the ordered product of drifts of length `a h` and kicks of length `b h`. -/
def splittingStep (w h : ℝ) : List (ℝ × ℝ) → Matrix (Fin 2) (Fin 2) ℝ
  | [] => 1
  | (a, b) :: l => kick w (b * h) * drift (a * h) * splittingStep w h l

/-- A one-step matrix is stable when each of its orbits stays bounded. -/
def IsStable (M : Matrix (Fin 2) (Fin 2) ℝ) : Prop :=
  ∀ z : Fin 2 → ℝ, ∃ C : ℝ, ∀ (n : ℕ) (i : Fin 2), |((M ^ n) *ᵥ z) i| ≤ C

/-- Every splitting step preserves phase-space area: its determinant is one. -/
theorem det_splittingStep (w h : ℝ) (l : List (ℝ × ℝ)) :
    (splittingStep w h l).det = 1 := by
  induction l with
  | nil => simp [splittingStep]
  | cons x l ih =>
    obtain ⟨a, b⟩ := x
    have hk : (kick w (b * h)).det = 1 := by simp [kick, Matrix.det_fin_two_of]
    have hd : (drift (a * h)).det = 1 := by simp [drift, Matrix.det_fin_two_of]
    rw [splittingStep, Matrix.det_mul, Matrix.det_mul, hk, hd, ih, one_mul, one_mul]

/-- The entries of the step matrix are polynomials in the step length. The total drift weight and
the total kick weight fix their first-order terms and the second-order term of the trace. -/
theorem splittingStep_expansion (w : ℝ) (l : List (ℝ × ℝ)) :
    ∃ p q r s : ℝ[X],
      p.eval 0 + s.eval 0 = -(w ^ 2 * (l.map Prod.fst).sum * (l.map Prod.snd).sum) ∧
      ∀ h : ℝ, splittingStep w h l =
        !![1 + h ^ 2 * p.eval h, h * ((l.map Prod.fst).sum + h * q.eval h);
           h * (-(w ^ 2 * (l.map Prod.snd).sum) + h * r.eval h), 1 + h ^ 2 * s.eval h] := by
  have ext4 : ∀ {a b c d a' b' c' d' : ℝ}, a = a' → b = b' → c = c' → d = d' →
      (!![a, b; c, d] : Matrix (Fin 2) (Fin 2) ℝ) = !![a', b'; c', d'] := by
    intro a b c d a' b' c' d' h1 h2 h3 h4
    rw [h1, h2, h3, h4]
  induction l with
  | nil => exact ⟨0, 0, 0, 0, by simp, fun h => by simp [splittingStep, Matrix.one_fin_two]⟩
  | cons x l ih =>
    obtain ⟨a, b⟩ := x
    obtain ⟨p, q, r, s, h0, hM⟩ := ih
    -- the drift updates the first row, the kick then updates the second row
    refine ⟨p + C a * (C (-(w ^ 2 * (l.map Prod.snd).sum)) + X * r),
      q + C a * X * s,
      r - C (w ^ 2 * b) * X * (p + C a * (C (-(w ^ 2 * (l.map Prod.snd).sum)) + X * r)),
      s - C (w ^ 2 * b) * (C (a + (l.map Prod.fst).sum) + X * (q + C a * X * s)), ?_, ?_⟩
    · simp only [eval_add, eval_sub, eval_mul, eval_C, eval_X, List.map_cons, List.sum_cons]
      linear_combination h0
    · intro h
      simp only [splittingStep, kick, drift, hM h, Matrix.mul_fin_two, eval_add, eval_sub,
        eval_mul, eval_C, eval_X, List.map_cons, List.sum_cons]
      refine ext4 ?_ ?_ ?_ ?_ <;> ring

/-- The trace of the step matrix is `2 + h² g(h)` with a polynomial `g` whose value at zero is
minus `w²` times the total drift weight times the total kick weight. -/
theorem trace_expansion (w : ℝ) (l : List (ℝ × ℝ)) :
    ∃ g : ℝ[X], g.eval 0 = -(w ^ 2 * (l.map Prod.fst).sum * (l.map Prod.snd).sum) ∧
      ∀ h : ℝ, (splittingStep w h l).trace = 2 + h ^ 2 * g.eval h := by
  obtain ⟨p, q, r, s, h0, hM⟩ := splittingStep_expansion w l
  refine ⟨p + s, by rw [eval_add, h0], fun h => ?_⟩
  rw [hM h, Matrix.trace_fin_two_of, eval_add]
  ring

/-- For every splitting of the oscillator whose drift weights and kick weights each sum to one,
the absolute trace of the step matrix tends to infinity with the step length. -/
theorem abs_trace_tendsto_atTop {w : ℝ} (hw : 0 < w) (l : List (ℝ × ℝ))
    (ha : (l.map Prod.fst).sum = 1) (hb : (l.map Prod.snd).sum = 1) :
    Tendsto (fun h : ℝ => |(splittingStep w h l).trace|) atTop atTop := by
  obtain ⟨g, g0, ht⟩ := trace_expansion w l
  rw [ha, hb] at g0
  obtain ⟨P, hP⟩ : ∃ P : ℝ[X], P = C 2 + X ^ 2 * g := ⟨_, rfl⟩
  -- the quadratic coefficient of the trace is -w², so the trace is not constant
  have hc : P.coeff 2 = -w ^ 2 := by
    have h1 : (X ^ 2 * g).coeff 2 = g.coeff 0 := coeff_X_pow_mul g 2 0
    have h2 : (C (2 : ℝ)).coeff 2 = 0 := coeff_C_of_ne_zero (by norm_num)
    rw [hP, coeff_add, h1, h2, coeff_zero_eq_eval_zero, g0]
    ring
  have hdeg : 0 < P.degree := by
    by_contra hd
    have hconst := eq_C_of_degree_le_zero (not_lt.mp hd)
    have hz : P.coeff 2 = 0 := by
      rw [hconst]
      exact coeff_C_of_ne_zero (by norm_num)
    have hpos : 0 < w ^ 2 := by positivity
    linarith
  have hfun : (fun h : ℝ => |(splittingStep w h l).trace|) = fun h => |P.eval h| := by
    funext h
    rw [ht h, hP]
    simp only [eval_add, eval_mul, eval_pow, eval_C, eval_X]
  rw [hfun]
  exact P.abs_tendsto_atTop hdeg

/-- For a real 2 × 2 matrix with determinant one and absolute trace at least three, the absolute
trace of the `n`-th power is at least `2 ^ n` for every `n ≥ 1`. -/
theorem two_pow_le_abs_trace_pow {M : Matrix (Fin 2) (Fin 2) ℝ} (hdet : M.det = 1)
    (htr : 3 ≤ |M.trace|) (n : ℕ) : 2 ^ (n + 1) ≤ |(M ^ (n + 1)).trace| := by
  have hd : M 0 0 * M 1 1 - M 0 1 * M 1 0 = 1 := by
    rw [← Matrix.det_fin_two]
    exact hdet
  -- Cayley-Hamilton for determinant one
  have hCH : M * M = M.trace • M - 1 := by
    ext i j
    fin_cases i <;> fin_cases j <;>
      simp [Matrix.mul_apply, Fin.sum_univ_two, Matrix.trace_fin_two] <;>
      (first | linear_combination (-1 : ℝ) * hd | ring)
  have hrec : ∀ k : ℕ, (M ^ (k + 2)).trace
      = M.trace * (M ^ (k + 1)).trace - (M ^ k).trace := by
    intro k
    have hk : M ^ (k + 2) = M.trace • M ^ (k + 1) - M ^ k := by
      rw [pow_add, pow_two, hCH, mul_sub, mul_one, Matrix.mul_smul, ← pow_succ]
    rw [hk, Matrix.trace_sub, Matrix.trace_smul, smul_eq_mul]
  have key : ∀ k : ℕ, 2 ^ (k + 1) ≤ |(M ^ (k + 1)).trace| ∧
      |(M ^ k).trace| ≤ |(M ^ (k + 1)).trace| := by
    intro k
    induction k with
    | zero =>
      have h0 : (M ^ 0).trace = 2 := by simp
      rw [h0, zero_add, pow_one, pow_one, abs_of_pos (by norm_num : (0 : ℝ) < 2)]
      constructor <;> linarith
    | succ k ih =>
      obtain ⟨h1, h2⟩ := ih
      have h3 := abs_sub_abs_le_abs_sub (M.trace * (M ^ (k + 1)).trace) (M ^ k).trace
      rw [← hrec k, abs_mul] at h3
      have h4 := mul_le_mul_of_nonneg_right htr (abs_nonneg (M ^ (k + 1)).trace)
      have h5 := abs_nonneg (M ^ (k + 1)).trace
      have h6 : (2 : ℝ) ^ (k + 1 + 1) = 2 * 2 ^ (k + 1) := by ring
      have h7 : 2 * |(M ^ (k + 1)).trace| ≤ |(M ^ (k + 1 + 1)).trace| := by
        change _ ≤ |(M ^ (k + 2)).trace|
        linarith
      constructor <;> linarith
  exact (key n).1

/-- Every splitting whose drift weights and kick weights each sum to one has a finite stability
limit: from some step length on, the step matrix is not stable. -/
theorem finite_stability_limit {w : ℝ} (hw : 0 < w) (l : List (ℝ × ℝ))
    (ha : (l.map Prod.fst).sum = 1) (hb : (l.map Prod.snd).sum = 1) :
    ∃ H : ℝ, 0 < H ∧ ∀ h : ℝ, H ≤ h → ¬ IsStable (splittingStep w h l) := by
  obtain ⟨H, hH⟩ := eventually_atTop.1
    (tendsto_atTop.1 (abs_trace_tendsto_atTop hw l ha hb) 3)
  refine ⟨max H 1, lt_of_lt_of_le one_pos (le_max_right _ _), fun h hh hs => ?_⟩
  have htr := hH h (le_trans (le_max_left _ _) hh)
  -- bounded orbits of the two unit vectors would bound the trace of all powers
  obtain ⟨C₀, h₀⟩ := hs ![1, 0]
  obtain ⟨C₁, h₁⟩ := hs ![0, 1]
  obtain ⟨n, hn⟩ := pow_unbounded_of_one_lt (C₀ + C₁) (one_lt_two : (1 : ℝ) < 2)
  have hgrow := two_pow_le_abs_trace_pow (det_splittingStep w h l) htr n
  have e₀ := h₀ (n + 1) 0
  have e₁ := h₁ (n + 1) 1
  simp only [Matrix.mulVec, dotProduct, Fin.sum_univ_two, Matrix.cons_val_zero,
    Matrix.cons_val_one, mul_one, mul_zero, add_zero, zero_add] at e₀ e₁
  rw [Matrix.trace_fin_two] at hgrow
  have htri := abs_add_le ((splittingStep w h l ^ (n + 1)) 0 0)
    ((splittingStep w h l ^ (n + 1)) 1 1)
  have hp : (2 : ℝ) ^ (n + 1) = 2 * 2 ^ n := by ring
  have hq : (0 : ℝ) < 2 ^ n := by positivity
  linarith

/-- For all sufficiently small nonzero step lengths, the absolute trace of a splitting step with
drift weights and kick weights each summing to one is strictly below two. -/
theorem abs_trace_lt_two_of_small_step {w : ℝ} (hw : 0 < w) (l : List (ℝ × ℝ))
    (ha : (l.map Prod.fst).sum = 1) (hb : (l.map Prod.snd).sum = 1) :
    ∀ᶠ h in 𝓝[≠] (0 : ℝ), |(splittingStep w h l).trace| < 2 := by
  obtain ⟨g, g0, ht⟩ := trace_expansion w l
  rw [ha, hb] at g0
  have hneg : g.eval 0 < 0 := by
    have : 0 < w ^ 2 := by positivity
    linarith
  have hc : Continuous (fun h : ℝ => h ^ 2 * g.eval h) := (continuous_pow 2).mul g.continuous
  have h1 : ∀ᶠ h in 𝓝 (0 : ℝ), g.eval h < 0 :=
    g.continuous.continuousAt.eventually_lt continuousAt_const hneg
  have h2 : ∀ᶠ h in 𝓝 (0 : ℝ), -4 < h ^ 2 * g.eval h :=
    continuousAt_const.eventually_lt hc.continuousAt (by norm_num)
  filter_upwards [nhdsWithin_le_nhds h1, nhdsWithin_le_nhds h2, self_mem_nhdsWithin]
    with h k1 k2 k3
  have hne : h ≠ 0 := k3
  have hp : 0 < h ^ 2 := by positivity
  have hm := mul_neg_of_pos_of_neg hp k1
  rw [ht h, abs_lt]
  constructor <;> linarith

end

end SplittingStabilityLimit
```

```lean
#print axioms SplittingStabilityLimit.finite_stability_limit
#print axioms SplittingStabilityLimit.abs_trace_lt_two_of_small_step
```

```
'SplittingStabilityLimit.finite_stability_limit' depends on axioms: [propext, Classical.choice, Quot.sound]
'SplittingStabilityLimit.abs_trace_lt_two_of_small_step' depends on axioms: [propext, Classical.choice, Quot.sound]
```

## What the theorems say about an integrator

`drift` and `kick` are the two shear matrices, and the list in `splittingStep` holds the pairs \((a,b)\). The head of the list is the leftmost factor, so it acts last, and within a pair the drift acts before the kick. Zero weights let the list represent any ordering; negative weights are allowed.

The hypothesis `hw` says that \(w>0\), which the last docstrings leave unsaid; at \(w=0\) the kicks do nothing and the trace is 2 for every step. The hypotheses `ha` and `hb` say that the drifts, and separately the kicks, cover the full time \(h\). This is the consistency condition that makes the step agree with the true motion to first order. `abs_trace_tendsto_atTop` is the divergence of the trace. `IsStable` requires every orbit to be bounded over all iterations, and `finite_stability_limit` gives an \(H>0\) such that this fails for every \(h\ge H\): at each such step some initial condition has an unbounded orbit.

The number \(H\) may depend on \(w\) and on the weights, which are fixed before \(h\) varies. No value is given, and `finite_stability_limit` does not say which steps below \(H\) are stable. For small nonzero steps, `abs_trace_lt_two_of_small_step` gives \(|\operatorname{tr}M|<2\). Together with \(\det M=1\) this makes the eigenvalues two distinct complex conjugates of modulus one, so all orbits are bounded; the file proves the trace bound but not this last step. For simulation practice the result means that, for a single harmonic mode, extra stages can move the limit but not abolish it. Anharmonic forces, implicit schemes and kicks with modified forces are not treated.

Stability could also have been defined as \(|\operatorname{tr}M|\le2\). The limit would then follow at once from the divergence, but the theorem would no longer speak of trajectories, and it would count Verlet at \(wh=2\) as stable although its orbits can grow linearly.

## How the Lean proof follows the calculation

`splittingStep_expansion` is the induction on the list. Its `refine` supplies \(p',q',r',s'\) as above; `linear_combination h0` checks the value at zero and `ring` the four entries. `trace_expansion` adds the diagonal.

In `abs_trace_tendsto_atTop`, the trace becomes a polynomial `P` whose coefficient of \(h^2\) is computed as \(-w^2\). This forces positive degree, and Mathlib's `abs_tendsto_atTop` for polynomials gives the divergence.

`det_splittingStep` supplies the unit determinant. In `two_pow_le_abs_trace_pow`, `hCH` is Cayley–Hamilton checked entry by entry, `hrec` is the recursion, and `key` carries the growth bound and the monotonicity through one induction. `finite_stability_limit` picks \(H\) so that the absolute trace is at least 3 beyond it, then sets the bounds for the two unit vectors against the growth \(2^{n+1}\).

`abs_trace_lt_two_of_small_step` is the continuity argument near zero, with `𝓝[≠]` expressing "small but nonzero".
